# Closed form of the half-line integral of a Gaussian times two hyperbolic sines

For real p > 0 and any real a and b, the lemma states that the integral of exp(−p r²) sinh(a r) sinh(b r) over r > 0 equals ½ √(π/p) exp((a² + b²)/(4p)) sinh(ab/(2p)). With r read as a radius, this is a Gaussian-weighted radial integral; the statement involves no wavefunction or normalisation, and the integrand carries no separate r² volume factor. The attempt uses the evenness of the integrand to pass to the whole line, where the product splits into four exponentials of quadratics in r. Each of these is integrated by completing the square, and the results are recombined into the closed form.

The failing Lean file:

```lean
import Mathlib

open Real MeasureTheory Set

namespace RadialIntegral

noncomputable section

local notation "E3" => EuclideanSpace ℝ (Fin 3)

/-- A Gaussian of exponent `p > 0` times a real exponential is integrable on the line, with
the integral obtained by completing the square. -/
theorem gaussian_line {p : ℝ} (hp : 0 < p) (k : ℝ) :
    Integrable (fun r : ℝ => Real.exp (-p * r ^ 2 + k * r)) ∧
      ∫ r : ℝ, Real.exp (-p * r ^ 2 + k * r) = √(π / p) * Real.exp (k ^ 2 / (4 * p)) := by
  have hp0 := hp.ne'
  have e : (fun r : ℝ => Real.exp (-p * r ^ 2 + k * r)) =
      fun r => Real.exp (k ^ 2 / (4 * p)) * Real.exp (-p * (r - k / (2 * p)) ^ 2) := by
    funext r
    rw [← Real.exp_add]; congr 1; field_simp; ring
  rw [e]
  constructor
  · exact ((integrable_exp_neg_mul_sq hp).comp_sub_right (k / (2 * p))).const_mul _
  · rw [integral_const_mul, integral_sub_right_eq_self
      (fun r : ℝ => Real.exp (-p * r ^ 2)) (k / (2 * p)), integral_gaussian, mul_comm]

/-- For `p > 0` and real `a`, `b`, the integral of `exp(-p r²) sinh(a r) sinh(b r)` over `r > 0` in
closed form. -/
theorem radial_integral {p : ℝ} (hp : 0 < p) (a b : ℝ) :
    ∫ r in Ioi (0 : ℝ), Real.exp (-p * r ^ 2) * (Real.sinh (a * r) * Real.sinh (b * r)) =
      √(π / p) / 2 * Real.exp ((a ^ 2 + b ^ 2) / (4 * p)) * Real.sinh (a * b / (2 * p)) := by
  have h := integral_comp_abs
    (f := fun r : ℝ => Real.exp (-p * r ^ 2) * (Real.sinh (a * r) * Real.sinh (b * r)))
  -- the integrand is even and splits into four shifted Gaussians
  have hev : ∀ r : ℝ, Real.exp (-p * |r| ^ 2) * (Real.sinh (a * |r|) * Real.sinh (b * |r|)) =
      (Real.exp (-p * r ^ 2 + (a + b) * r) + Real.exp (-p * r ^ 2 + (-a + -b) * r)
        - Real.exp (-p * r ^ 2 + (a + -b) * r) - Real.exp (-p * r ^ 2 + (-a + b) * r)) / 4 := by
    intro r
    have h0 : Real.exp (-p * |r| ^ 2) * (Real.sinh (a * |r|) * Real.sinh (b * |r|)) =
        Real.exp (-p * r ^ 2) * (Real.sinh (a * r) * Real.sinh (b * r)) := by
      rcases abs_choice r with h | h <;> simp [h, Real.sinh_neg]
    have h1 : ∀ s t : ℝ, Real.exp (-p * r ^ 2 + (s + t) * r) =
        Real.exp (-p * r ^ 2) * (Real.exp (s * r) * Real.exp (t * r)) := by
      intro s t
      rw [← Real.exp_add, ← Real.exp_add]; congr 1; ring
    rw [h0, h1, h1, h1, h1, Real.sinh_eq, Real.sinh_eq]
    simp only [neg_mul]
    ring
  have i := fun k => (gaussian_line hp k).1
  have v := fun k => (gaussian_line hp k).2
  have e : ∀ s t : ℝ, Real.exp ((s + t) ^ 2 / (4 * p)) =
      Real.exp ((s ^ 2 + t ^ 2) / (4 * p)) * Real.exp (s * t / (2 * p)) := by
    intro s t
    rw [← Real.exp_add]; congr 1; ring
  simp only [hev] at h
  rw [integral_div, integral_sub (((i (a + b)).add (i (-a + -b))).sub (i (a + -b)))
    (i (-a + b)), integral_sub ((i (a + b)).add (i (-a + -b))) (i (a + -b)),
    integral_add (i (a + b)) (i (-a + -b)), v, v, v, v, e, e, e, e] at h
  simp only [neg_sq, neg_mul, mul_neg, neg_neg, neg_div] at h
  rw [Real.sinh_eq]
  simp only [neg_mul]
  linear_combination -h / 2

end

end RadialIntegral
```

Messages:

```
Main.lean:56:20: error: Tactic `rewrite` failed: Did not find an occurrence of the pattern
  ∫ (a_1 : ℝ),
    (((fun r => rexp (-p * r ^ 2 + (a + b) * r)) + fun r => rexp (-p * r ^ 2 + (-a + -b) * r)) - fun r =>
          rexp (-p * r ^ 2 + (a + -b) * r))
        a_1 -
      rexp (-p * a_1 ^ 2 + (-a + b) * a_1)
in the target expression
  (∫ (a_1 : ℝ),
        rexp (-p * a_1 ^ 2 + (a + b) * a_1) + rexp (-p * a_1 ^ 2 + (-a + -b) * a_1) -
            rexp (-p * a_1 ^ 2 + (a + -b) * a_1) -
          rexp (-p * a_1 ^ 2 + (-a + b) * a_1)) /
      4 =
    2 * ∫ (x : ℝ) in Ioi 0, rexp (-p * x ^ 2) * (sinh (a * x) * sinh (b * x))

p : ℝ
hp : 0 < p
a b : ℝ
hev :
  ∀ (r : ℝ),
    rexp (-p * |r| ^ 2) * (sinh (a * |r|) * sinh (b * |r|)) =
      (rexp (-p * r ^ 2 + (a + b) * r) + rexp (-p * r ^ 2 + (-a + -b) * r) - rexp (-p * r ^ 2 + (a + -b) * r) -
          rexp (-p * r ^ 2 + (-a + b) * r)) /
        4
i : ∀ (k : ℝ), Integrable (fun r => rexp (-p * r ^ 2 + k * r)) volume
v : ∀ (k : ℝ), ∫ (r : ℝ), rexp (-p * r ^ 2 + k * r) = √(π / p) * rexp (k ^ 2 / (4 * p))
e : ∀ (s t : ℝ), rexp ((s + t) ^ 2 / (4 * p)) = rexp ((s ^ 2 + t ^ 2) / (4 * p)) * rexp (s * t / (2 * p))
h :
  (∫ (a_1 : ℝ),
        rexp (-p * a_1 ^ 2 + (a + b) * a_1) + rexp (-p * a_1 ^ 2 + (-a + -b) * a_1) -
            rexp (-p * a_1 ^ 2 + (a + -b) * a_1) -
          rexp (-p * a_1 ^ 2 + (-a + b) * a_1)) /
      4 =
    2 * ∫ (x : ℝ) in Ioi 0, rexp (-p * x ^ 2) * (sinh (a * x) * sinh (b * x))
⊢ ∫ (r : ℝ) in Ioi 0, rexp (-p * r ^ 2) * (sinh (a * r) * sinh (b * r)) =
    √(π / p) / 2 * rexp ((a ^ 2 + b ^ 2) / (4 * p)) * sinh (a * b / (2 * p))
```

After these edits no error is left:

```diff
@@ -54,6 +54,10 @@
     rw [← Real.exp_add]; congr 1; ring
   simp only [hev] at h
-  rw [integral_div, integral_sub (((i (a + b)).add (i (-a + -b))).sub (i (a + -b)))
-    (i (-a + b)), integral_sub ((i (a + b)).add (i (-a + -b))) (i (a + -b)),
+  have i2 : Integrable (fun r : ℝ => Real.exp (-p * r ^ 2 + (a + b) * r) +
+      Real.exp (-p * r ^ 2 + (-a + -b) * r)) := (i (a + b)).add (i (-a + -b))
+  have i3 : Integrable (fun r : ℝ => Real.exp (-p * r ^ 2 + (a + b) * r) +
+      Real.exp (-p * r ^ 2 + (-a + -b) * r) - Real.exp (-p * r ^ 2 + (a + -b) * r)) :=
+    i2.sub (i (a + -b))
+  rw [integral_div, integral_sub i3 (i (-a + b)), integral_sub i2 (i (a + -b)),
     integral_add (i (a + b)) (i (-a + -b)), v, v, v, v, e, e, e, e] at h
   simp only [neg_sq, neg_mul, mul_neg, neg_neg, neg_div] at h
```

Cause. The error is in the first `integral_sub` rewrite; `integral_div` has already succeeded, as the 4 outside the integral shows. The integrability proof passed to `integral_sub` is built with `.add` and `.sub`, and its type concerns a sum and difference of whole functions. The rewrite therefore looks for an integrand containing `((F + G) - H) a_1`, where `F`, `G` and `H` are functions, while `h` contains the pointwise expression `F a_1 + G a_1 - H a_1`, written out. The two are equal by definition, but `rw` does not unfold function addition and subtraction to find a match.

The repair states the integrability facts `i2` and `i3` with their functions written pointwise. Lean accepts the old proof terms for these types because the two forms are definitionally equal. `integral_sub i3` then produces a pattern that matches `h`. `i2` does the same for the second `integral_sub`, whose original argument also contained a sum of functions. The mathematics is unchanged.
